# For an idempotent trial density matrix with the right particle number, the squared error is twice the weight outside the occupied orbitals

In a finite orbital basis, let P be the density matrix in which exactly the orbitals of a set I are occupied, and let Q be an idempotent complex matrix with the same trace as P. The theorem `distSq_eq` says that the real part of tr (Q − P)² is twice the sum of the real parts of Q's diagonal entries outside I, and also twice the sum over I of one minus those real parts. Q is not assumed Hermitian. The proof first reduces the squared error to −2 tr P(Q − P), which is −2 times an energy error with orbital energy 1 on I and 0 elsewhere, and then applies `energyError_eq`. The equality of the two sums comes from the equal traces.

In Lean, a first try:

```lean
import Mathlib

open Matrix

namespace DistSqEq

noncomputable section

variable {n : Type*} [Fintype n] [DecidableEq n]

/-- The one-particle Hamiltonian with orbital energies `e`, in its eigenbasis. -/
def ham (e : n → ℝ) : Matrix n n ℂ := Matrix.diagonal fun p => (e p : ℂ)

/-- The density matrix in which exactly the orbitals of `I` are occupied. -/
def occ (I : Finset n) : Matrix n n ℂ := ham fun p => if p ∈ I then 1 else 0

/-- The energy error `tr H(Q - P)` of a trial density matrix `Q` (real part of the trace). -/
def energyError (e : n → ℝ) (I : Finset n) (Q : Matrix n n ℂ) : ℝ :=
  (trace (ham e * (Q - occ I))).re

/-- The squared density-matrix error `tr (Q - P)²` (real part of the trace). -/
def distSq (I : Finset n) (Q : Matrix n n ℂ) : ℝ :=
  (trace ((Q - occ I) * (Q - occ I))).re

/-- The energy error is the energy of the particles outside `I` minus that of the holes in `I`. -/
theorem energyError_eq (e : n → ℝ) (I : Finset n) (Q : Matrix n n ℂ) :
    energyError e I Q =
      ∑ a ∈ Iᶜ, e a * (Q a a).re - ∑ i ∈ I, e i * (1 - (Q i i).re) := by
  have h : energyError e I Q = ∑ p, e p * ((Q - occ I) p p).re := by
    simp only [energyError, ham, Matrix.trace, Matrix.diag_apply, Matrix.diagonal_mul,
      Complex.re_sum, Complex.re_ofReal_mul]
  have h1 : ∑ i ∈ I, e i * ((Q - occ I) i i).re = -∑ i ∈ I, e i * (1 - (Q i i).re) := by
    rw [← Finset.sum_neg_distrib]
    refine Finset.sum_congr rfl fun i hi => ?_
    have hd : ((Q - occ I) i i).re = (Q i i).re - 1 := by simp [occ, ham, hi]
    rw [hd]
    ring
  have h2 : ∑ a ∈ Iᶜ, e a * ((Q - occ I) a a).re = ∑ a ∈ Iᶜ, e a * (Q a a).re := by
    refine Finset.sum_congr rfl fun a ha => ?_
    have hd : ((Q - occ I) a a).re = (Q a a).re := by
      simp [occ, ham, Finset.mem_compl.1 ha]
    rw [hd]
  rw [h, ← Finset.sum_add_sum_compl I, h1, h2]
  ring

/-- For an idempotent `Q` with the particle number of `P`, the squared error is twice the
particle weight outside `I`, and also twice the hole weight in `I`. -/
theorem distSq_eq {I : Finset n} {Q : Matrix n n ℂ} (hid : Q * Q = Q)
    (ht : trace Q = trace (occ I)) :
    distSq I Q = 2 * ∑ a ∈ Iᶜ, (Q a a).re ∧
      distSq I Q = 2 * ∑ i ∈ I, (1 - (Q i i).re) := by
  have hP : occ I * occ I = occ I := by
    unfold occ ham
    rw [Matrix.diagonal_mul_diagonal]
    congr 1
    funext p
    split_ifs <;> simp
  have hD : trace ((Q - occ I) * (Q - occ I)) = -2 * trace (occ I * (Q - occ I)) := by
    have h : (Q - occ I) * (Q - occ I) = Q * Q - Q * occ I - occ I * Q + occ I * occ I := by
      noncomm_ring
    rw [h, hid, Matrix.mul_sub, hP]
    simp only [Matrix.trace_add, Matrix.trace_sub]
    rw [Matrix.trace_mul_comm Q (occ I), ht]
    ring
  have hre : ∀ z : ℂ, (-2 * z).re = -2 * z.re := fun z => by simp
  have hr : distSq I Q = -2 * energyError (fun p => if p ∈ I then 1 else 0) I Q := by
    unfold distSq
    rw [hD, hre]
    rfl
  have hz : ∑ a ∈ Iᶜ, (if a ∈ I then (1 : ℝ) else 0) * (Q a a).re = 0 :=
    Finset.sum_eq_zero fun a ha => by rw [if_neg (Finset.mem_compl.1 ha), zero_mul]
  have ho : ∑ i ∈ I, (if i ∈ I then (1 : ℝ) else 0) * (1 - (Q i i).re) =
      ∑ i ∈ I, (1 - (Q i i).re) :=
    Finset.sum_congr rfl fun i hi => by rw [if_pos hi, one_mul]
  rw [energyError_eq, hz, ho] at hr
  -- equal traces: as many particles as holes
  have hc : energyError (fun _ => 1) I Q = 0 := by
    simp [energyError, ham, Matrix.trace_sub, ht]
  rw [energyError_eq] at hc
  simp only [one_mul] at hc
  constructor <;> linarith

end

end DistSqEq
```

The compiler's answer:

```
Main.lean:57:4: error: Tactic `split_ifs` failed: no if-then-else conditions to split

n : Type u_1
inst✝¹ : Fintype n
inst✝ : DecidableEq n
I : Finset n
Q : Matrix n n ℂ
hid : Q * Q = Q
ht : Q.trace = (occ I).trace
p : n
⊢ ↑((fun p => if p ∈ I then 1 else 0) p) * ↑((fun p => if p ∈ I then 1 else 0) p) =
    ↑((fun p => if p ∈ I then 1 else 0) p)
```

Diagnosis. The error arises in the auxiliary fact `hP`, that P is idempotent. What is left to prove there is that each diagonal entry of P, being 0 or 1, equals its own square. `split_ifs` reports that it finds no if-then-else condition to split, although the printed goal contains several.

They all sit inside a function that has not yet been applied: the goal has `(fun p => if p ∈ I then 1 else 0) p`, not `if p ∈ I then 1 else 0`. This form comes from unfolding `ham`, where that function takes the place of `e` in `e p`. Inside the function, the condition is about its bound variable, not about the fixed orbital `p` of the goal, so `split_ifs` has no condition it can split on.

The repair states the condition itself. `by_cases hp : p ∈ I` makes the two cases without looking for an `if` in the goal. In each case `simp [hp]` applies the function to `p`, settles the `if` by `hp`, and closes the remaining arithmetic, 1 · 1 = 1 or 0 · 0 = 0.

Fix (accepted with no message):

```diff
@@ -55,5 +55,5 @@
     congr 1
     funext p
-    split_ifs <;> simp
+    by_cases hp : p ∈ I <;> simp [hp]
   have hD : trace ((Q - occ I) * (Q - occ I)) = -2 * trace (occ I * (Q - occ I)) := by
     have h : (Q - occ I) * (Q - occ I) = Q * Q - Q * occ I - occ I * Q + occ I * occ I := by
```
